# Nonzero finite sums of Lorentzians violate quantum detailed balance at every finite positive temperature

A small quantum system sits in a thermal bath, and we record the fluctuation spectrum of one of its observables \(A\), a Hermitian operator. With \(\hbar=1\), the spectrum is
\[
S(w)=\int_{-\infty}^{\infty} e^{iwt}\,\langle A(t)A(0)\rangle\,dt .
\]
At \(w>0\) it measures the system's ability to absorb a quantum \(w\), and at \(-w\) its ability to emit one. In exact thermal equilibrium at inverse temperature \(\beta\), the two are tied together by quantum detailed balance, \(S(-w)=e^{-\beta w}S(w)\).

Suppose the correlation function is instead computed from a Markovian master equation with the regression formula. For a finite-dimensional system with a diagonalisable generator, and with any non-decaying part subtracted, it is a finite sum of damped oscillations, \(\sum_k c_k e^{-i\omega_k t-\gamma_k t}\) for \(t>0\). Its values at negative times are the complex conjugates of those at positive times, and the spectrum is a finite sum of Lorentzian lines. Can the positions, widths and amplitudes be chosen so that detailed balance holds exactly? If \(\beta>0\), the widths are positive and the sum is not identically zero, they cannot. The Lean file starts from the Lorentzian form; the passage from a master equation to that form is the physical input just described.

## Spectra and detailed balance in Lean

```lean
import Mathlib

open Polynomial Filter Topology

namespace QuantumDetailedBalance

noncomputable section
```

The first line loads the mathematical library Mathlib. The `open` line gives access to short notation, such as `ℝ[X]` for polynomials with real coefficients and `𝓝 0` for the neighbourhoods of zero, which appear in statements about limits.

```lean
/-- Quantum detailed balance of the spectrum `S` at frequency `w` and inverse temperature `β`
(in units with ħ = 1): `S(-w) = exp(-β w) S(w)`. -/
def DetailedBalanceAt (β : ℝ) (S : ℝ → ℝ) (w : ℝ) : Prop :=
  S (-w) = Real.exp (-(β * w)) * S w
```

`DetailedBalanceAt β S w` is a proposition, a statement that may be true or false. It says that the spectrum `S`, a function from real numbers to real numbers, satisfies
\[
S(-w)=e^{-\beta w}S(w)
\]
at the single frequency \(w\). Detailed balance in the full sense is this statement for all \(w\). The definition puts no condition on the sign of \(\beta\) or of \(S\); the theorems add what they need. The convention is that positive \(w\) is the absorption side.

```lean
/-- A finite sum of Lorentzian lines with centres `ω k`, widths `γ k`, absorptive weights `a k`
and dispersive weights `b k`. -/
def lorentzianSum {ι : Type*} (s : Finset ι) (a b ω γ : ι → ℝ) (w : ℝ) : ℝ :=
  ∑ k ∈ s, (a k * γ k + b k * (w - ω k)) / ((w - ω k) ^ 2 + γ k ^ 2)
```

In ordinary notation this is
\[
S(w)=\sum_{k\in s}\frac{a_k\gamma_k+b_k(w-\omega_k)}{(w-\omega_k)^2+\gamma_k^2}.
\]
The type `ι` supplies labels for the lines, and `s` is the finite set of labels in use. Line \(k\) has centre \(\omega_k\) and half-width \(\gamma_k\). The weight \(a_k\) multiplies the symmetric, absorptive shape, and \(b_k\) multiplies the antisymmetric, dispersive one. Both are needed because regression amplitudes can be complex: the Fourier integral of the damped oscillations above gives \(a_k=2\,\mathrm{Re}\,c_k\) and \(b_k=-2\,\mathrm{Im}\,c_k\).

## The Boltzmann factor against polynomials

```lean
/-- At positive inverse temperature the Boltzmann factor suppresses every polynomial
at high frequency. -/
theorem boltzmann_mul_polynomial_tendsto {β : ℝ} (hβ : 0 < β) (B : ℝ[X]) :
    Tendsto (fun w : ℝ => Real.exp (-(β * w)) * B.eval w) atTop (𝓝 0) := by
  -- rescale the frequency so that the exponent becomes the variable
  have h := (Polynomial.tendsto_div_exp_atTop (B.comp (C β⁻¹ * X))).comp
    (tendsto_id.const_mul_atTop hβ)
  refine h.congr fun w => ?_
  simp only [Function.comp_apply, id_eq, eval_comp, eval_mul, eval_C, eval_X]
  rw [inv_mul_cancel_left₀ hβ.ne', Real.exp_neg, div_eq_mul_inv, mul_comm]
```

A Lean theorem lists its hypotheses before the last colon and its conclusion after it. Here the hypotheses are \(\beta>0\) and a real polynomial \(B\), and the conclusion is
\[
\lim_{w\to\infty}e^{-\beta w}B(w)=0 .
\]

By hand, set \(x=\beta w\). Then \(B(w)=B(x/\beta)\) is a polynomial in \(x\), so it is enough to treat \(x^n e^{-x}\). For \(x>0\) the exponential series gives \(e^x\ge x^{n+1}/(n+1)!\), hence
\[
0\le x^n e^{-x}\le \frac{(n+1)!}{x}\to 0 .
\]

The Lean proof makes the same substitution. The polynomial `B.comp (C β⁻¹ * X)` is \(B(x/\beta)\), and Mathlib already knows that a polynomial divided by \(e^x\) tends to zero. Composing that limit with \(w\mapsto\beta w\) gives `h`, and the last lines check that the function in `h` is the one in the claim.

```lean
/-- At positive inverse temperature, a polynomial that equals a Boltzmann factor times a polynomial
at all sufficiently high frequencies is the zero polynomial. -/
theorem eq_zero_of_eventually_boltzmann {β : ℝ} (hβ : 0 < β) (A B : ℝ[X])
    (h : ∀ᶠ w : ℝ in atTop, A.eval w = Real.exp (-(β * w)) * B.eval w) : A = 0 := by
  have hA : Tendsto (fun w : ℝ => A.eval w) atTop (𝓝 0) :=
    (boltzmann_mul_polynomial_tendsto hβ B).congr' (h.mono fun w hw => hw.symm)
  exact Polynomial.leadingCoeff_eq_zero.mp ((Polynomial.tendsto_nhds_iff A).mp hA).1
```

The symbol `∀ᶠ w in atTop` means "for all sufficiently large \(w\)". The theorem says that if \(A(w)=e^{-\beta w}B(w)\) for all sufficiently large \(w\), with \(A\) and \(B\) polynomials, then \(A\) is the zero polynomial.

The right side tends to zero by the previous result, so \(A(w)\to0\). A non-constant polynomial diverges as \(w\to\infty\), and a constant tends to itself, so \(A\) must be the constant zero. In Lean, `hA` is the limit \(A(w)\to0\). The Mathlib lemma `Polynomial.tendsto_nhds_iff` says that a polynomial with a finite limit has that limit as its leading coefficient. The leading coefficient is therefore zero, and only the zero polynomial has that property.

## Rational spectra fail at arbitrarily high frequency

```lean
/-- At positive inverse temperature, a nonzero rational spectrum without real poles violates quantum
detailed balance at arbitrarily high frequencies. -/
theorem rational_violates_above {β : ℝ} (hβ : 0 < β) {P Q : ℝ[X]} (hP : P ≠ 0)
    (hQ : ∀ w : ℝ, Q.eval w ≠ 0) (Ω : ℝ) :
    ∃ w > Ω, ¬ DetailedBalanceAt β (fun w => P.eval w / Q.eval w) w := by
  by_contra hcon
  -- clear denominators above the threshold frequency
  have hA : P.comp (-X) * Q = 0 := by
    refine eq_zero_of_eventually_boltzmann hβ _ (P * Q.comp (-X)) ?_
    filter_upwards [eventually_gt_atTop Ω] with w hw
    have e : P.eval (-w) / Q.eval (-w) = Real.exp (-(β * w)) * (P.eval w / Q.eval w) :=
      by_contra fun hne => hcon ⟨w, hw, hne⟩
    rw [mul_div_assoc', div_eq_div_iff (hQ (-w)) (hQ w)] at e
    simp only [eval_mul, eval_comp, eval_neg, eval_X]
    linear_combination e
  -- the denominator never vanishes, so the numerator must
  apply hP
  apply Polynomial.funext
  intro x
  have hx := congrArg (fun R : ℝ[X] => R.eval (-x)) hA
  simp only [eval_mul, eval_comp, eval_neg, eval_X, neg_neg, eval_zero] at hx
  rw [eval_zero]
  exact (mul_eq_zero.mp hx).resolve_right (hQ (-x))
```

Let \(S=P/Q\), with \(P\) not the zero polynomial and \(Q\) without real zeros. The condition on \(Q\) ensures that the spectrum is finite at every real frequency, as it is when all correlations decay exponentially. The conclusion is that for every threshold \(\Omega\) there is some \(w>\Omega\) at which detailed balance fails. It does not say that every such \(w\) fails, nor how large the violation is.

The argument is by contradiction. Suppose that detailed balance holds at every \(w>\Omega\):
\[
\frac{P(-w)}{Q(-w)}=e^{-\beta w}\,\frac{P(w)}{Q(w)} .
\]
Neither denominator vanishes, so we may multiply by both:
\[
P(-w)\,Q(w)=e^{-\beta w}\,P(w)\,Q(-w)\qquad (w>\Omega).
\]
Both \(P(-w)Q(w)\) and \(P(w)Q(-w)\) are polynomials in \(w\). By the previous theorem the first is the zero polynomial, so \(P(-w)Q(w)=0\) for every real \(w\), including those below \(\Omega\). Put \(w=-x\) to get \(P(x)Q(-x)=0\). Since \(Q(-x)\neq0\), we have \(P(x)=0\) for every real \(x\). Then \(P\) is the zero polynomial, against the hypothesis.

The Lean proof follows these lines. `by_contra hcon` assumes that no violating frequency exists. The polynomial \(P(-w)\) is written `P.comp (-X)`, and `hA` states that its product with `Q` vanishes. Inside the proof of `hA`, the equation `e` is detailed balance at one frequency above \(\Omega\); `div_eq_div_iff` clears its denominators, and `linear_combination e` rearranges the factors. After `apply hP` the remaining goal is that `P` is zero. `Polynomial.funext` reduces this to equality of values at each `x`, and `hx` is `hA` evaluated at \(-x\).

```lean
/-- At positive inverse temperature, no nonzero rational spectrum without real poles obeys quantum
detailed balance at all frequencies. -/
theorem rational_not_detailedBalance {β : ℝ} (hβ : 0 < β) {P Q : ℝ[X]} (hP : P ≠ 0)
    (hQ : ∀ w : ℝ, Q.eval w ≠ 0) :
    ¬ ∀ w, DetailedBalanceAt β (fun w => P.eval w / Q.eval w) w := by
  intro h
  obtain ⟨w, _, hw⟩ := rational_violates_above hβ hP hQ 0
  exact hw (h w)
```

This is the plain version: for \(\beta>0\), a nonzero rational spectrum without real poles does not satisfy \(S(-w)=e^{-\beta w}S(w)\) for all \(w\). The proof takes \(\Omega=0\) in the previous theorem, obtains a frequency where the relation fails, and sets it against the assumption that it never fails.

## From Lorentzian lines to a single fraction

```lean
/-- A finite sum of Lorentzian lines of positive width is a rational function of frequency
without real poles. -/
theorem lorentzianSum_rational {ι : Type*} (s : Finset ι) (a b ω γ : ι → ℝ)
    (hγ : ∀ k ∈ s, 0 < γ k) :
    ∃ P Q : ℝ[X], (∀ w : ℝ, Q.eval w ≠ 0) ∧
      ∀ w, lorentzianSum s a b ω γ w = P.eval w / Q.eval w := by
  classical
  induction s using Finset.induction_on with
  | empty => exact ⟨0, 1, by simp, by simp [lorentzianSum]⟩
  | insert k s hks ih =>
    obtain ⟨P, Q, hQ, hP⟩ := ih (fun j hj => hγ j (Finset.mem_insert_of_mem hj))
    have hk : ∀ w : ℝ, (w - ω k) ^ 2 + γ k ^ 2 ≠ 0 := fun w => by
      have := hγ k (Finset.mem_insert_self k s)
      positivity
    -- put the new line and the old sum over a common denominator
    refine ⟨(C (a k * γ k) + C (b k) * (X - C (ω k))) * Q
        + ((X - C (ω k)) ^ 2 + C (γ k ^ 2)) * P,
      ((X - C (ω k)) ^ 2 + C (γ k ^ 2)) * Q, fun w => ?_, fun w => ?_⟩
    · simp only [eval_mul, eval_add, eval_pow, eval_sub, eval_X, eval_C]
      exact mul_ne_zero (hk w) (hQ w)
    · have e := hP w
      unfold lorentzianSum at e ⊢
      rw [Finset.sum_insert hks, e, div_add_div _ _ (hk w) (hQ w)]
      simp only [eval_mul, eval_add, eval_pow, eval_sub, eval_X, eval_C]
```

The statement is that, for positive widths, there are polynomials \(P\) and \(Q\), with \(Q\) free of real zeros, such that the Lorentzian sum equals \(P(w)/Q(w)\) at every \(w\).

The proof adds one line at a time. With no lines the sum is \(0=0/1\). Suppose that the lines collected so far add up to \(P/Q\), and let the new line be \(N/D\) with
\[
N(w)=a_k\gamma_k+b_k(w-\omega_k),\qquad D(w)=(w-\omega_k)^2+\gamma_k^2 .
\]
Then
\[
\frac{N}{D}+\frac{P}{Q}=\frac{NQ+DP}{DQ}.
\]
Since \(D(w)\ge\gamma_k^2>0\), the new denominator \(DQ\) has no real zeros either.

`Finset.induction_on` is this induction over finite sets, with its cases `empty` and `insert`. The fact `hk` is \(D(w)\neq0\), and the two long expressions after `refine` are \(NQ+DP\) and \(DQ\) written as polynomials. The two bullets check that the denominator does not vanish and that the fraction has the right value.

```lean
/-- At positive inverse temperature, a finite sum of Lorentzian lines of positive width that is not
identically zero violates quantum detailed balance at arbitrarily high frequencies. -/
theorem lorentzianSum_violates_above {ι : Type*} {β : ℝ} (hβ : 0 < β) (s : Finset ι)
    (a b ω γ : ι → ℝ) (hγ : ∀ k ∈ s, 0 < γ k)
    (hne : ∃ w, lorentzianSum s a b ω γ w ≠ 0) (Ω : ℝ) :
    ∃ w > Ω, ¬ DetailedBalanceAt β (lorentzianSum s a b ω γ) w := by
  obtain ⟨P, Q, hQ, hS⟩ := lorentzianSum_rational s a b ω γ hγ
  obtain ⟨w₀, hw₀⟩ := hne
  have hP : P ≠ 0 := by
    intro h0
    apply hw₀
    rw [hS, h0, eval_zero, zero_div]
  have hfun : lorentzianSum s a b ω γ = fun w => P.eval w / Q.eval w := _root_.funext hS
  rw [hfun]
  exact rational_violates_above hβ hP hQ Ω
```

For \(\beta>0\) and positive widths, a Lorentzian sum that is nonzero at one frequency or more violates detailed balance above every \(\Omega\). The hypothesis `hne` is there because the zero spectrum satisfies the relation trivially, and lines can cancel: two identical lines with opposite weights add up to zero.

By hand, write the sum as \(P/Q\). If \(P\) were the zero polynomial, the sum would vanish everywhere, contrary to `hne`. So \(P\neq0\), and the theorem on rational spectra applies. The Lean proof does exactly this, with `hfun` recording that the sum and the fraction are the same function.

The result bears on open-system simulation: a Markovian model whose spectrum is a nonzero finite sum of Lorentzians can match detailed balance for a finite positive temperature at chosen frequencies at best, and never on the whole frequency axis. Infinite sums of lines are not covered.

```lean
/-- At positive inverse temperature, a nonempty finite sum of purely absorptive Lorentzian lines
with positive weights and widths violates quantum detailed balance at arbitrarily high frequencies.
-/
theorem positive_lorentzians_violate_above {ι : Type*} {β : ℝ} (hβ : 0 < β) (s : Finset ι)
    (hs : s.Nonempty) (a ω γ : ι → ℝ) (ha : ∀ k ∈ s, 0 < a k) (hγ : ∀ k ∈ s, 0 < γ k)
    (Ω : ℝ) :
    ∃ w > Ω, ¬ DetailedBalanceAt β (lorentzianSum s a (fun _ => 0) ω γ) w := by
  refine lorentzianSum_violates_above hβ s a _ ω γ hγ ⟨0, ne_of_gt ?_⟩ Ω
  unfold lorentzianSum
  refine Finset.sum_pos (fun k hk => ?_) hs
  have h1 := ha k hk
  have h2 := hγ k hk
  simp only [zero_mul, add_zero]
  positivity
```

Here all dispersive weights are zero, all absorptive weights are positive, and there is at least one line. No separate assumption that the spectrum is nonzero is needed, because at \(w=0\) it equals
\[
\sum_{k\in s}\frac{a_k\gamma_k}{\omega_k^2+\gamma_k^2}>0 .
\]
In Lean, `Finset.sum_pos` says that a nonempty sum of positive terms is positive, and `positivity` confirms the sign of each term.

A single line with \(a=\gamma=\omega=1\) shows what happens. Its spectrum is \(S(w)=1/((w-1)^2+1)\), so
\[
\frac{S(-w)}{S(w)}=\frac{(w-1)^2+1}{(w+1)^2+1}.
\]
At the line centre \(w=1\) this ratio is \(1/5\). Choose \(\beta=\ln 5\), so that the Boltzmann factor is \(e^{-\beta w}=5^{-w}\) and detailed balance holds exactly at the centre. At every higher frequency the agreement is lost:

| \(w\) | \(S(-w)/S(w)\) | \(5^{-w}\) |
|---|---|---|
| 1 | \(1/5=0.2\) | \(0.2\) |
| 3 | \(5/17\approx0.294\) | \(0.008\) |
| 10 | \(82/122\approx0.672\) | \(\approx1.0\times10^{-7}\) |

The Lorentzian wings fall off as \(1/w^2\) with the same coefficient on both sides, so the ratio returns towards 1 while the Boltzmann factor goes to zero.

## Infinite temperature and an exponential prefactor

```lean
/-- At zero inverse temperature, a sum of absorptive Lorentzian lines centred at zero frequency
obeys detailed balance at every frequency. -/
theorem centred_lorentzians_infinite_temperature {ι : Type*} (s : Finset ι) (a γ : ι → ℝ)
    (w : ℝ) :
    DetailedBalanceAt 0 (lorentzianSum s a (fun _ => 0) (fun _ => 0) γ) w := by
  simp [DetailedBalanceAt, lorentzianSum]
```

At \(\beta=0\) the Boltzmann factor is 1, and detailed balance only asks that \(S(-w)=S(w)\). Absorptive lines centred at zero depend on \(w\) through \(w^2\) alone:
\[
S(w)=\sum_{k\in s}\frac{a_k\gamma_k}{w^2+\gamma_k^2}.
\]
They therefore satisfy it at every frequency. The condition \(\beta>0\) in the earlier theorems thus does real work. The tactic `simp` finds the proof by unfolding both definitions and simplifying \((-w)^2\) to \(w^2\).

```lean
/-- Multiplying an even spectrum by `exp(β w / 2)` gives a spectrum that obeys quantum detailed
balance at every frequency. -/
theorem even_spectrum_corrected (β : ℝ) (G : ℝ → ℝ) (hG : ∀ w, G (-w) = G w) (w : ℝ) :
    DetailedBalanceAt β (fun w => Real.exp (β * w / 2) * G w) w := by
  have h : Real.exp (β * -w / 2) = Real.exp (-(β * w)) * Real.exp (β * w / 2) := by
    rw [← Real.exp_add]
    congr 1
    ring
  simp only [DetailedBalanceAt]
  rw [hG, h, mul_assoc]

end

end QuantumDetailedBalance
```

Let \(G\) be any even function, for instance a classical spectrum, and set \(S(w)=e^{\beta w/2}G(w)\). Then
\[
S(-w)=e^{-\beta w/2}G(-w)=e^{-\beta w}\,e^{\beta w/2}\,G(w)=e^{-\beta w}S(w),
\]
so detailed balance holds at every frequency and for every real \(\beta\). In Lean, `h` is the splitting of the exponential, and the final `rw` uses the evenness `hG` together with `h`.

When \(\beta>0\) and \(G\) is a nonzero rational function, the exponential prefactor takes the spectrum out of the rational functions, so there is no conflict with the earlier theorems. It enforces the balance between absorption and emission, but it does not make the spectrum physically sensible: if \(G\) is a single Lorentzian centred at zero with positive weight and \(\beta>0\), the corrected spectrum grows without bound as \(w\to\infty\).

```lean
#print axioms QuantumDetailedBalance.rational_not_detailedBalance
#print axioms QuantumDetailedBalance.positive_lorentzians_violate_above
#print axioms QuantumDetailedBalance.centred_lorentzians_infinite_temperature
#print axioms QuantumDetailedBalance.even_spectrum_corrected
```

```
'QuantumDetailedBalance.rational_not_detailedBalance' depends on axioms: [propext, Classical.choice, Quot.sound]
'QuantumDetailedBalance.positive_lorentzians_violate_above' depends on axioms: [propext, Classical.choice, Quot.sound]
'QuantumDetailedBalance.centred_lorentzians_infinite_temperature' depends on axioms: [propext, Classical.choice, Quot.sound]
'QuantumDetailedBalance.even_spectrum_corrected' depends on axioms: [propext, Classical.choice, Quot.sound]
```
